# For orthonormal columns U, (U\*AU)(U\*BU) = U\*ABU for every B exactly when A\* preserves their span

Take a two-level system with basis states $e_1, e_2$, and keep only $e_1$. Let $A$ take $e_2$ to $e_1$ and annihilate $e_1$. Its adjoint $A^*$ takes $e_1$ to $e_2$. The product $AA^*$ carries $e_1$ out to $e_2$ and back again, so its matrix element on $e_1$ is 1. The separate matrix elements of $A$ and $A^*$ on $e_1$ are both 0, and so is their product. The excursion through the discarded state is lost when each factor is projected first.

## The product defect is an overlap of leakages

Let $U$ be a complex $n\times m$ matrix with orthonormal columns, $U^*U=1$. The model space is its column space. For an $n\times n$ matrix $A$, define the effective operator and the leakage

$$\mathrm{eff}(A)=U^*AU,\qquad \mathrm{leak}(A)=AU-U\,\mathrm{eff}(A).$$

The leakage is the part of $AU$ orthogonal to the model space. For all $A$ and $B$,

$$\mathrm{eff}(AB)-\mathrm{eff}(A)\,\mathrm{eff}(B)=\mathrm{leak}(A^*)^*\,\mathrm{leak}(B).$$

For fixed $A$, the left side vanishes for every $B$ if and only if $A^*$ maps the model space into itself. For fixed $B$, it vanishes for every $A$ if and only if $B$ maps the model space into itself.

## Squared Hamiltonians and spin operators in a truncated basis

A code that works in a finite orthonormal model space relies on the product rule $\mathrm{eff}(AB)=\mathrm{eff}(A)\,\mathrm{eff}(B)$ whenever it multiplies stored projected matrices to represent the projection of a product of operators. For Hermitian $H$, squaring the projected Hamiltonian gives the projection of $H^2$ only if $H$ preserves the space. An energy variance computed from the squared small matrix therefore misses the coupling to discarded states.

Spin is a similar case. In a space of fixed $M_S$, the projected $S_-$ and $S_+$ are both zero, while the projection of $S_-S_+$ is zero only if $S_+$ annihilates the whole space. Forming the product before projection avoids this error.

As a numerical instance, keep $e_1$ and take

$$H=\begin{pmatrix}1&2\\2&5\end{pmatrix},\qquad H^2=\begin{pmatrix}5&12\\12&29\end{pmatrix}.$$

Then $\mathrm{eff}(H^2)=5$ and $\mathrm{eff}(H)^2=1$. The leakage is $(0,2)^T$, whose squared norm is 4, exactly the difference. This is the energy variance of $e_1$.

## From the defect to the invariance criterion

Taking the adjoint of the leakage of $A^*$ gives $\mathrm{leak}(A^*)^*=U^*A-\mathrm{eff}(A)U^*$. Multiply by $\mathrm{leak}(B)$:

$$\begin{aligned}
&(U^*A-\mathrm{eff}(A)U^*)(BU-U\,\mathrm{eff}(B))\\
&=U^*ABU-U^*AU\,\mathrm{eff}(B)-\mathrm{eff}(A)\,U^*BU+\mathrm{eff}(A)\,U^*U\,\mathrm{eff}(B).
\end{aligned}$$

The first term is $\mathrm{eff}(AB)$. Each of the others is $\mathrm{eff}(A)\,\mathrm{eff}(B)$ up to sign, the last because $U^*U=1$. Two carry a minus and one a plus, which gives the defect.

Next, $\mathrm{leak}(A)=0$ exactly when $A$ preserves the model space. If the leakage vanishes, then $AUv=U(\mathrm{eff}(A)v)$ for every $v$, which lies in the model space. Conversely, if $AUv=Uw$ for some $w$, multiplying by $U^*$ gives $w=U^*AUv=\mathrm{eff}(A)v$. Hence $AUv=U\,\mathrm{eff}(A)v$ for every $v$, and the leakage is zero.

Now set $B=A^*$ and $X=\mathrm{leak}(A^*)$. The defect becomes $X^*X$, whose diagonal entries are $\sum_i |X_{ij}|^2$. It vanishes only if $X=0$, so this one test operator forces $A^*$ to preserve the model space. In the other direction, if $A^*$ preserves the space, the left factor of the defect is zero for every $B$.

Exchanging roles, with $A=B^*$ as the test operator, gives the criterion for a fixed right factor. For Hermitian $H$, the choice $A=H$ has $A^*=H$, which gives the statement about $H^2$.

## The definitions and theorems in Lean

```lean
import Mathlib

open Matrix
open scoped ComplexOrder

namespace EffectiveOperatorProducts

variable {n m : Type*} [Fintype n] [Fintype m] [DecidableEq m]

/-- The model space: the span of the columns of `U`. -/
def modelSpace (U : Matrix n m ℂ) : Submodule ℂ (n → ℂ) :=
  LinearMap.range U.mulVecLin

/-- The operator `A` maps the model space of `U` into itself. -/
def Preserves (A : Matrix n n ℂ) (U : Matrix n m ℂ) : Prop :=
  ∀ x ∈ modelSpace U, A *ᵥ x ∈ modelSpace U

/-- The effective operator `U* A U` on the model space. -/
def eff (U : Matrix n m ℂ) (A : Matrix n n ℂ) : Matrix m m ℂ :=
  Uᴴ * A * U

/-- The leakage of `A`: what remains of `A U` after `U U* A U` is subtracted. -/
def leak (U : Matrix n m ℂ) (A : Matrix n n ℂ) : Matrix n m ℂ :=
  A * U - U * eff U A

/-- The error of the product rule for effective operators is the overlap of the leakage
of `A*` with the leakage of `B`. -/
theorem eff_mul_defect {U : Matrix n m ℂ} (hU : Uᴴ * U = 1) (A B : Matrix n n ℂ) :
    eff U (A * B) - eff U A * eff U B = (leak U Aᴴ)ᴴ * leak U B := by
  have h1 : (leak U Aᴴ)ᴴ = Uᴴ * A - eff U A * Uᴴ := by
    simp only [leak, eff, conjTranspose_sub, conjTranspose_mul,
      conjTranspose_conjTranspose, Matrix.mul_assoc]
  -- orthonormality of the columns enters only here
  have h2 : eff U A * Uᴴ * (U * eff U B) = eff U A * eff U B := by
    rw [Matrix.mul_assoc, ← Matrix.mul_assoc Uᴴ, hU, Matrix.one_mul]
  have h3 : Uᴴ * A * (B * U) = eff U (A * B) := by
    simp only [eff, Matrix.mul_assoc]
  have h4 : Uᴴ * A * (U * eff U B) = eff U A * eff U B := by
    simp only [eff, Matrix.mul_assoc]
  have h5 : eff U A * Uᴴ * (B * U) = eff U A * eff U B := by
    simp only [eff, Matrix.mul_assoc]
  rw [h1, leak, Matrix.sub_mul, Matrix.mul_sub, Matrix.mul_sub, h2, h3, h4, h5]
  abel

/-- The leakage of an operator vanishes exactly when the operator maps the model space
into itself. -/
theorem leak_eq_zero_iff {U : Matrix n m ℂ} (hU : Uᴴ * U = 1) (A : Matrix n n ℂ) :
    leak U A = 0 ↔ Preserves A U := by
  constructor
  · intro h x hx
    have h' : A * U = U * eff U A := sub_eq_zero.mp h
    obtain ⟨v, rfl⟩ := hx
    refine ⟨eff U A *ᵥ v, ?_⟩
    simp only [Matrix.mulVecLin_apply, Matrix.mulVec_mulVec]
    rw [h']
  · intro h
    refine sub_eq_zero.mpr (Matrix.toLin'.injective (LinearMap.ext fun v => ?_))
    obtain ⟨w, hw⟩ := h (U *ᵥ v) ⟨v, rfl⟩
    rw [Matrix.mulVecLin_apply, Matrix.mulVec_mulVec] at hw
    simp only [Matrix.toLin'_apply]
    -- a vector `U w` of the model space is unchanged by the projector `U U*`
    calc (A * U) *ᵥ v = U *ᵥ w := hw.symm
      _ = U *ᵥ ((Uᴴ * U) *ᵥ w) := by rw [hU, Matrix.one_mulVec]
      _ = U *ᵥ (Uᴴ *ᵥ ((A * U) *ᵥ v)) := by
        rw [← hw]
        simp only [Matrix.mulVec_mulVec]
      _ = (U * eff U A) *ᵥ v := by
        simp only [eff, Matrix.mulVec_mulVec, Matrix.mul_assoc]

/-- The product rule holds for the pair `A`, `A*` exactly when `A*` maps the model space into
itself. -/
theorem eff_mul_adjoint_iff {U : Matrix n m ℂ} (hU : Uᴴ * U = 1) (A : Matrix n n ℂ) :
    eff U (A * Aᴴ) = eff U A * eff U Aᴴ ↔ Preserves Aᴴ U := by
  rw [← sub_eq_zero, eff_mul_defect hU, Matrix.conjTranspose_mul_self_eq_zero,
    leak_eq_zero_iff hU]

/-- For fixed `A`, the effective operator of `A B` is the product of the effective operators
for every `B` if and only if `A*` maps the model space into itself. -/
theorem eff_mul_forall_right_iff {U : Matrix n m ℂ} (hU : Uᴴ * U = 1) (A : Matrix n n ℂ) :
    (∀ B : Matrix n n ℂ, eff U (A * B) = eff U A * eff U B) ↔ Preserves Aᴴ U := by
  constructor
  · intro h
    exact (eff_mul_adjoint_iff hU A).mp (h Aᴴ)
  · intro h B
    -- without leakage of `A*` the defect vanishes whatever `B` is
    rw [← sub_eq_zero, eff_mul_defect hU, (leak_eq_zero_iff hU Aᴴ).mpr h,
      Matrix.conjTranspose_zero, Matrix.zero_mul]

/-- For fixed `B`, the effective operator of `A B` is the product of the effective operators
for every `A` if and only if `B` itself maps the model space into itself. -/
theorem eff_mul_forall_left_iff {U : Matrix n m ℂ} (hU : Uᴴ * U = 1) (B : Matrix n n ℂ) :
    (∀ A : Matrix n n ℂ, eff U (A * B) = eff U A * eff U B) ↔ Preserves B U := by
  constructor
  · intro h
    have key := eff_mul_adjoint_iff hU Bᴴ
    rw [Matrix.conjTranspose_conjTranspose] at key
    exact key.mp (h Bᴴ)
  · intro h A
    rw [← sub_eq_zero, eff_mul_defect hU, (leak_eq_zero_iff hU B).mpr h, Matrix.mul_zero]

/-- For a Hermitian `H`, the effective operator of `H²` is the square of the effective
Hamiltonian if and only if `H` maps the model space into itself. -/
theorem eff_sq_iff_of_isHermitian {U : Matrix n m ℂ} (hU : Uᴴ * U = 1)
    {H : Matrix n n ℂ} (hH : H.IsHermitian) :
    eff U (H * H) = eff U H * eff U H ↔ Preserves H U := by
  have key := eff_mul_adjoint_iff hU H
  rwa [hH.eq] at key

/-- The matrix whose single column is the first state of a two-level system. -/
def firstState : Matrix (Fin 2) (Fin 1) ℂ := !![1; 0]

/-- The transition operator that takes the second state to the first and annihilates
the first. -/
def transition : Matrix (Fin 2) (Fin 2) ℂ := !![0, 1; 0, 0]

/-- In the two-level system the transition operator maps the model space into itself, yet
the product rule fails for it and its adjoint. -/
theorem adjoint_needed_witness :
    firstStateᴴ * firstState = 1 ∧ Preserves transition firstState ∧
      eff firstState (transition * transitionᴴ) ≠
        eff firstState transition * eff firstState transitionᴴ := by
  have hU : firstStateᴴ * firstState = 1 := by
    ext i j
    fin_cases i
    fin_cases j
    simp [firstState, Matrix.mul_apply, Fin.sum_univ_succ]
  -- the transition operator annihilates the first state
  have h0 : transition * firstState = 0 := by
    ext i j
    rw [Matrix.mul_apply, Fin.sum_univ_two]
    fin_cases i <;> fin_cases j <;> simp [transition, firstState]
  have hT : eff firstState transition = 0 := by
    rw [eff, Matrix.mul_assoc, h0, Matrix.mul_zero]
  refine ⟨hU, (leak_eq_zero_iff hU transition).mp ?_, ?_⟩
  · rw [leak, hT, h0, Matrix.mul_zero, sub_zero]
  · intro h
    rw [hT, Matrix.zero_mul] at h
    -- the only matrix element would give `1 = 0`
    have h00 := congrFun (congrFun h 0) 0
    simp only [eff, Matrix.mul_apply, Fin.sum_univ_two, Matrix.conjTranspose_apply] at h00
    simp [firstState, transition] at h00

end EffectiveOperatorProducts
```

```lean
#print axioms EffectiveOperatorProducts.eff_mul_adjoint_iff
-- 'EffectiveOperatorProducts.eff_mul_adjoint_iff' depends on axioms: [propext, Classical.choice, Quot.sound]
#print axioms EffectiveOperatorProducts.eff_mul_forall_right_iff
-- 'EffectiveOperatorProducts.eff_mul_forall_right_iff' depends on axioms: [propext, Classical.choice, Quot.sound]
#print axioms EffectiveOperatorProducts.eff_mul_forall_left_iff
-- 'EffectiveOperatorProducts.eff_mul_forall_left_iff' depends on axioms: [propext, Classical.choice, Quot.sound]
#print axioms EffectiveOperatorProducts.eff_sq_iff_of_isHermitian
-- 'EffectiveOperatorProducts.eff_sq_iff_of_isHermitian' depends on axioms: [propext, Classical.choice, Quot.sound]
```

The finite index types `n` and `m` label the full basis and the model basis, and `ᴴ` is the conjugate transpose. `modelSpace U` is the set of vectors $Uv$, and `Preserves A U` says that $A$ sends each of them to another such vector. The hypothesis `hU` is orthonormality of the columns.

In `eff_mul_defect`, `h1` computes the adjoint leakage, `h2` to `h5` identify the four terms, and `abel` collects them. In `leak_eq_zero_iff`, the `calc` block recovers $w$ by inserting $U^*U=1$. `eff_mul_adjoint_iff` applies the fact that $X^*X=0$ is equivalent to $X=0$, and the two `forall` theorems and the Hermitian one follow from these results. `adjoint_needed_witness` is the opening example: `transition` preserves the model space, yet the rule fails for it and its adjoint.

## Exact projection in an orthonormal finite basis

The theorems concern exact complex matrices and say nothing about rounding or a tolerance for small leakage. When $A^*$ fails to preserve the space, some $B$ breaks the product rule, but not every $B$ does: $B=1$ always satisfies it.

"Effective" here means plain projection. Effective Hamiltonians built by a similarity transformation or an energy-dependent partitioning, designed to reproduce selected exact eigenvalues, are in general not the plain projection of $H$ onto the original model space. They fall outside the definition of `eff`. Non-orthogonal model bases, which need an overlap matrix, are excluded by `hU`.

The same physics can be modelled with an orthogonal projector $P$ and effective operators $PAP$. That version needs no basis of the model space, and the criterion would read $(1-P)A^*P=0$. The price is that effective operators stay $n\times n$, whereas the matrices $U^*AU$ are only $m\times m$.
